# Differences of two limiting potentials with unrestricted affine steps are exactly the finite-kink profiles

Two oxidations compete on a family of catalysts labelled by one descriptor x, such as an adsorption energy. If linear scaling relations make every step free energy affine in x, each reaction's limiting potential is the largest of finitely many affine functions. It is convex, so it has no strict local maximum. The difference of the two potentials measures selectivity: where it is large, the first reaction needs the higher potential and the second is favoured. What shapes can this difference take?

If the number of steps, their slopes and their intercepts are all unrestricted, it can be any function

a + b x + Σ cᵢ |x − tᵢ|

with finitely many real kinks tᵢ and real coefficients, and nothing else. It can therefore have arbitrarily many peaks. In a one-descriptor thermodynamic screening with unrestricted affine steps, a local optimum of selectivity need not be the global one.

## From kinks to reactions and back

Write a step as p = (p₁, p₂), with free energy p₁ + p₂x per electron, and let M_S(x) be the maximum over a finite non-empty set S. Let S + T contain all sums of a step from S and a step from T. Each such sum is at most M_S + M_T, and the two maximising steps attain it, so

M_(S+T) = M_S + M_T.

For c ≥ 0,

c|x − t| = max(−ct + cx, ct − cx).

Start from a + bx, the difference of the one-step maxima for (a, b) and (0, 0). Add each kink with c ≥ 0 to the first reaction, and |c| |x − t| to the second when c < 0. This produces every profile.

Conversely, build M_S by adding steps in order of increasing slope. Let g be the old maximum and ℓ(x) = α + βx the new step. No old slope exceeds β, so for x ≤ y

g(y) ≤ g(x) + β(y − x),

and ℓ − g is nondecreasing. If ℓ lies everywhere above or everywhere below g, the new maximum is ℓ or g. Otherwise continuity gives a crossing t, and

max(ℓ(x), g(x)) = g(min(x, t)) + β(max(x, t) − t).

To the left of t this is g(x); to the right it is g(t) + β(x − t) = ℓ(x). Both terms are kink profiles, because

min(x, t) = (x + t − |x − t|)/2
max(x, t) − t = (x − t + |x − t|)/2

|min(x, t) − s| = |x − s| + (t − x − |x − t|)/2 for s ≤ t
|min(x, t) − s| = s − min(x, t) for s ≥ t.

Freezing g at t matters. Adding a ramp to the unfrozen g, with the slope change at t, goes wrong if g has later kinks. For g = max(0, x − 10) and ℓ = 2x, the crossing is at 0, but g + 2 max(x, 0) exceeds ℓ beyond x = 10.

For many peaks, let c now denote a position instead of a coefficient, and use the tent

(|x − (c + 1)| + |x − (c − 1)|)/2 − |x − c|,

which equals 1 − |x − c| within distance one of c and vanishes elsewhere. Tents centred at 4k, for k = 0, …, n − 1, do not overlap, so each centre is a strict local maximum of height 1. For n ≥ 2, doubling one tent gives another kink profile, in which the remaining centres are still strict local maxima but no longer global ones.

## Steps, potentials and profiles in Lean

The `Pointwise` scope gives `S + T` the meaning used above.

```lean
import Mathlib

open scoped Pointwise

namespace SelectivityVolcanoes

noncomputable section
```

A step is a pair (intercept, slope) of real numbers. With energies in eV per electron, the maximum is numerically a potential in volts.

```lean
/-- The limiting potential at descriptor value `x`: the largest of the step free energies
`p.1 + p.2 * x` over the finite non-empty set `S` of steps. -/
def limitingPotential (S : Finset (ℝ × ℝ)) (hS : S.Nonempty) (x : ℝ) : ℝ :=
  S.sup' hS (fun p => p.1 + p.2 * x)
```

The two reactions share the descriptor but have independent step sets. Slopes and intercepts are free: the steps need not sum to a fixed reaction free energy, as those of a real mechanism must, and kinetic barriers are absent.

```lean
/-- A selectivity map is the difference of the limiting potentials of two reactions. -/
def IsSelectivityMap (f : ℝ → ℝ) : Prop :=
  ∃ (S T : Finset (ℝ × ℝ)) (hS : S.Nonempty) (hT : T.Nonempty),
    ∀ x, f x = limitingPotential S hS x - limitingPotential T hT x
```

A profile stores its kinks as a list of pairs (c, t), coefficient first. Repeated positions and zero coefficients are allowed.

```lean
/-- The profile `a + b x + ∑ c |x - t|`, summed over the pairs `(c, t)` in the list `L`. -/
def kinkProfile (a b : ℝ) (L : List (ℝ × ℝ)) (x : ℝ) : ℝ :=
  a + b * x + (L.map fun p => p.1 * |x - p.2|).sum

/-- The function `f` is a profile with finitely many kinks. -/
def IsKinked (f : ℝ → ℝ) : Prop :=
  ∃ (a b : ℝ) (L : List (ℝ × ℝ)), ∀ x, f x = kinkProfile a b L x
```

A peak is strict: every other point in some neighbourhood lies lower.

```lean
/-- A peak is a strict local maximum. -/
def IsPeak (f : ℝ → ℝ) (x : ℝ) : Prop :=
  ∃ δ > 0, ∀ y, y ≠ x → |y - x| < δ → f y < f x

/-- A tent centred at `c`, built from three kinks. -/
def tent (c x : ℝ) : ℝ := (|x - (c + 1)| + |x - (c - 1)|) / 2 - |x - c|

/-- A comb of `n` tents centred at `0, 4, 8, …`. -/
def comb (n : ℕ) (x : ℝ) : ℝ := ∑ k ∈ Finset.range n, tent (4 * (k : ℝ)) x
```

## Every profile is a selectivity map

The first lemma bounds each step by the maximum. The second proves additivity by two inequalities, picking the maximising steps for the reverse one.

```lean
/-- No step free energy exceeds the limiting potential. -/
theorem le_limitingPotential {S : Finset (ℝ × ℝ)} {p : ℝ × ℝ} (hp : p ∈ S) (x : ℝ) :
    p.1 + p.2 * x ≤ limitingPotential S ⟨p, hp⟩ x :=
  Finset.le_sup' (fun p : ℝ × ℝ => p.1 + p.2 * x) hp

/-- The sum of two limiting potentials is the limiting potential of the pairwise summed steps. -/
theorem limitingPotential_add (S T : Finset (ℝ × ℝ)) (hS : S.Nonempty) (hT : T.Nonempty)
    (x : ℝ) : limitingPotential (S + T) (hS.add hT) x =
      limitingPotential S hS x + limitingPotential T hT x := by
  apply le_antisymm
  · refine Finset.sup'_le _ _ fun p hp => ?_
    obtain ⟨q, hq, r, hr, rfl⟩ := Finset.mem_add.1 hp
    have h1 := le_limitingPotential hq x
    have h2 := le_limitingPotential hr x
    change (q.1 + r.1) + (q.2 + r.2) * x ≤ _
    linarith
  · -- the two limiting steps add up to a step of the combined family
    obtain ⟨q, hq, h1⟩ := Finset.exists_mem_eq_sup' hS (fun p : ℝ × ℝ => p.1 + p.2 * x)
    obtain ⟨r, hr, h2⟩ := Finset.exists_mem_eq_sup' hT (fun p : ℝ × ℝ => p.1 + p.2 * x)
    have h3 := le_limitingPotential (Finset.add_mem_add hq hr) x
    change (q.1 + r.1) + (q.2 + r.2) * x ≤ _ at h3
    change limitingPotential S hS x = q.1 + q.2 * x at h1
    change limitingPotential T hT x = r.1 + r.2 * x at h2
    rw [h1, h2]
    linarith
```

For the two-step formula, neither step exceeds c|x − t|, and on each side of t one of them equals it.

```lean
/-- A single kink `c |x - t|` with `c ≥ 0` is a limiting potential. -/
theorem exists_limitingPotential_eq_abs {c : ℝ} (hc : 0 ≤ c) (t : ℝ) :
    ∃ (S : Finset (ℝ × ℝ)) (hS : S.Nonempty), ∀ x, limitingPotential S hS x = c * |x - t| := by
  refine ⟨{(-(c * t), c), (c * t, -c)}, by simp, fun x =>
    le_antisymm (Finset.sup'_le _ _ fun p hp => ?_) ?_⟩
  · simp only [Finset.mem_insert, Finset.mem_singleton] at hp
    rcases hp with rfl | rfl
    · change -(c * t) + c * x ≤ c * |x - t|
      linarith [mul_le_mul_of_nonneg_left (le_abs_self (x - t)) hc]
    · change c * t + -c * x ≤ c * |x - t|
      linarith [mul_le_mul_of_nonneg_left (neg_le_abs (x - t)) hc]
  · rcases le_total t x with h | h
    · refine le_trans (le_of_eq ?_) (le_limitingPotential (p := (-(c * t), c)) (by simp) x)
      change c * |x - t| = -(c * t) + c * x
      rw [abs_of_nonneg (sub_nonneg.2 h)]; ring
    · refine le_trans (le_of_eq ?_) (le_limitingPotential (p := (c * t, -c)) (by simp) x)
      change c * |x - t| = c * t + -c * x
      rw [abs_of_nonpos (sub_nonpos.2 h)]; ring
```

Induction on the kink list then sorts the kinks by the sign of `p.1`.

```lean
/-- Every profile `a + b x + ∑ c |x - t|` with finitely many kinks is the difference of two
limiting potentials. -/
theorem isSelectivityMap_kinkProfile (a b : ℝ) (L : List (ℝ × ℝ)) :
    IsSelectivityMap (kinkProfile a b L) := by
  induction L with
  | nil =>
    exact ⟨{(a, b)}, {(0, 0)}, by simp, by simp, fun x => by
      simp [kinkProfile, limitingPotential]⟩
  | cons p L ih =>
    obtain ⟨S, T, hS, hT, h⟩ := ih
    have hx : ∀ x, kinkProfile a b (p :: L) x = p.1 * |x - p.2| + kinkProfile a b L x := by
      intro x
      simp only [kinkProfile, List.map_cons, List.sum_cons]; ring
    -- upward kinks join the first reaction, downward kinks the second
    rcases le_total 0 p.1 with hc | hc
    · obtain ⟨R, hR, hr⟩ := exists_limitingPotential_eq_abs hc p.2
      exact ⟨R + S, T, hR.add hS, hT, fun x => by
        rw [hx, limitingPotential_add R S hR hS, hr, h]; ring⟩
    · obtain ⟨R, hR, hr⟩ := exists_limitingPotential_eq_abs (neg_nonneg.2 hc) p.2
      exact ⟨S, R + T, hS, hR.add hT, fun x => by
        rw [hx, limitingPotential_add R T hR hT, hr, h]; ring⟩
```

## Every selectivity map is a profile

Closure under f + r g comes from joining the lists after scaling the second one's coefficients by r.

```lean
/-- If `f` and `g` are kinked profiles, so is `f + r g` for every real `r`. -/
theorem IsKinked.add_smul {f g : ℝ → ℝ} (hf : IsKinked f) (hg : IsKinked g) (r : ℝ) :
    IsKinked (fun x => f x + r * g x) := by
  obtain ⟨a, b, L, hf⟩ := hf
  obtain ⟨a', b', M, hg⟩ := hg
  have key : ∀ (x : ℝ) (N : List (ℝ × ℝ)),
      ((N.map fun p => (r * p.1, p.2)).map fun p => p.1 * |x - p.2|).sum =
        r * (N.map fun p => p.1 * |x - p.2|).sum := by
    intro x N
    induction N with
    | nil => simp
    | cons p N ih => simp only [List.map_cons, List.sum_cons, ih]; ring
  refine ⟨a + r * a', b + r * b', L ++ M.map (fun p => (r * p.1, p.2)), fun x => ?_⟩
  change f x + r * g x = _
  rw [hf, hg]
  unfold kinkProfile
  rw [List.map_append, List.sum_append, key]
  ring
```

Freezing is handled kink by kink, with the cases s ≤ t and s ≥ t from the derivation.

```lean
/-- A kinked profile frozen at its value at `t` for all `x ≥ t` is again a kinked profile. -/
theorem IsKinked.comp_min {f : ℝ → ℝ} (hf : IsKinked f) (t : ℝ) :
    IsKinked (fun x => f (min x t)) := by
  obtain ⟨a, b, L, hf⟩ := hf
  obtain rfl : f = kinkProfile a b L := funext hf
  clear hf
  have hmin : ∀ x, min x t = (x + t - |x - t|) / 2 := by
    intro x
    rcases le_total x t with h | h
    · rw [min_eq_left h, abs_of_nonpos (sub_nonpos.2 h)]; ring
    · rw [min_eq_right h, abs_of_nonneg (sub_nonneg.2 h)]; ring
  induction L with
  | nil =>
    refine ⟨a + b * t / 2, b / 2, [(-b / 2, t)], fun x => ?_⟩
    simp only [kinkProfile, List.map_cons, List.map_nil, List.sum_cons, List.sum_nil, hmin]
    ring
  | cons p L ih =>
    have hk : IsKinked (fun x => |min x t - p.2|) := by
      rcases le_total p.2 t with hs | hs
      · refine ⟨t / 2, -1 / 2, [(1, p.2), (-1 / 2, t)], fun x => ?_⟩
        simp only [kinkProfile, List.map_cons, List.map_nil, List.sum_cons, List.sum_nil]
        rcases le_total x t with h | h
        · rw [min_eq_left h, abs_of_nonpos (sub_nonpos.2 h)]; ring
        · rw [min_eq_right h, abs_of_nonneg (sub_nonneg.2 h), abs_of_nonneg (sub_nonneg.2 hs),
            abs_of_nonneg (sub_nonneg.2 (hs.trans h))]; ring
      · refine ⟨p.2 - t / 2, -1 / 2, [(1 / 2, t)], fun x => ?_⟩
        simp only [kinkProfile, List.map_cons, List.map_nil, List.sum_cons, List.sum_nil]
        rw [abs_of_nonpos (sub_nonpos.2 ((min_le_right x t).trans hs)), hmin]; ring
    obtain ⟨a', b', M, h⟩ := ih.add_smul hk p.1
    refine ⟨a', b', M, fun x => (Eq.trans ?_ (h x))⟩
    simp only [kinkProfile, List.map_cons, List.sum_cons]; ring
```

In the next proof, `Finset.induction_on_max_value` supplies the order of slopes, `hgrow` is the growth bound on g, and the intermediate value theorem yields the crossing `t`. The final case split verifies the frozen-plus-ramp identity.

```lean
/-- Every limiting potential is a profile with finitely many kinks. -/
theorem isKinked_limitingPotential (S : Finset (ℝ × ℝ)) :
    ∀ hS : S.Nonempty, IsKinked (limitingPotential S hS) := by
  -- add the steps in order of increasing slope
  refine Finset.induction_on_max_value (fun p : ℝ × ℝ => p.2) S ?_ ?_
  · intro h; exact absurd h (by simp)
  intro a s _ hmax ih hne
  rcases s.eq_empty_or_nonempty with rfl | hs
  · exact ⟨a.1, a.2, [], fun x => by simp [limitingPotential, kinkProfile]⟩
  have hg := ih hs
  have hins : ∀ x, limitingPotential (insert a s) hne x =
      max (a.1 + a.2 * x) (limitingPotential s hs x) := fun x =>
    Finset.sup'_insert hs (fun p : ℝ × ℝ => p.1 + p.2 * x)
  have hgrow : ∀ x y, x ≤ y →
      limitingPotential s hs y ≤ limitingPotential s hs x + a.2 * (y - x) := by
    intro x y hxy
    refine Finset.sup'_le _ _ fun p hp => ?_
    have h1 := le_limitingPotential hp x
    have h2 : p.2 ≤ a.2 := hmax p hp
    have h3 := mul_le_mul_of_nonneg_right h2 (sub_nonneg.2 hxy)
    change p.1 + p.2 * y ≤ _
    linarith
  by_cases h1 : ∀ x, limitingPotential s hs x ≤ a.1 + a.2 * x
  · exact ⟨a.1, a.2, [], fun x => by rw [hins, max_eq_left (h1 x)]; simp [kinkProfile]⟩
  by_cases h2 : ∀ x, a.1 + a.2 * x ≤ limitingPotential s hs x
  · obtain ⟨a', b', L, h⟩ := hg
    exact ⟨a', b', L, fun x => by rw [hins, max_eq_right (h2 x), h]⟩
  obtain ⟨u, hu⟩ := not_forall.1 h1
  obtain ⟨v, hv⟩ := not_forall.1 h2
  have hcont : Continuous (fun x => limitingPotential s hs x) :=
    Continuous.finset_sup'_apply (f := fun (p : ℝ × ℝ) (x : ℝ) => p.1 + p.2 * x) hs
      (fun p _ => by fun_prop)
  -- the new step takes over at a crossing point `t`
  obtain ⟨t, ht⟩ := mem_range_of_exists_le_of_exists_ge (c := (0 : ℝ))
    (f := fun x => a.1 + a.2 * x - limitingPotential s hs x)
    ((by fun_prop : Continuous fun x : ℝ => a.1 + a.2 * x).sub hcont)
    ⟨u, by linarith [not_le.1 hu]⟩ ⟨v, by linarith [not_le.1 hv]⟩
  change a.1 + a.2 * t - limitingPotential s hs t = 0 at ht
  have hramp : IsKinked (fun x => max x t - t) := by
    refine ⟨-t / 2, 1 / 2, [(1 / 2, t)], fun x => ?_⟩
    simp only [kinkProfile, List.map_cons, List.map_nil, List.sum_cons, List.sum_nil]
    rcases le_total x t with h | h
    · rw [max_eq_right h, abs_of_nonpos (sub_nonpos.2 h)]; ring
    · rw [max_eq_left h, abs_of_nonneg (sub_nonneg.2 h)]; ring
  obtain ⟨a', b', L, h⟩ := (hg.comp_min t).add_smul hramp a.2
  refine ⟨a', b', L, fun x => Eq.trans ?_ (h x)⟩
  rw [hins]
  change max (a.1 + a.2 * x) (limitingPotential s hs x) =
    limitingPotential s hs (min x t) + a.2 * (max x t - t)
  rcases le_total x t with hx | hx
  · have h3 := hgrow x t hx
    have h4 : a.1 + a.2 * x ≤ limitingPotential s hs x := by linarith
    rw [min_eq_left hx, max_eq_right hx, max_eq_right h4]; ring
  · have h3 := hgrow t x hx
    have h4 : limitingPotential s hs x ≤ a.1 + a.2 * x := by linarith
    rw [min_eq_right hx, max_eq_left hx, max_eq_left h4]; linarith
```

The equivalence combines both directions, taking r = −1 for the difference.

```lean
/-- A function of the descriptor is a difference of two limiting potentials if and only if it is
a profile `a + b x + ∑ c |x - t|` with finitely many kinks. -/
theorem isSelectivityMap_iff_isKinked (f : ℝ → ℝ) : IsSelectivityMap f ↔ IsKinked f := by
  constructor
  · rintro ⟨S, T, hS, hT, h⟩
    obtain ⟨a, b, L, hk⟩ :=
      (isKinked_limitingPotential S hS).add_smul (isKinked_limitingPotential T hT) (-1)
    exact ⟨a, b, L, fun x => by rw [h x, ← hk x]; ring⟩
  · rintro ⟨a, b, L, h⟩
    obtain rfl : f = kinkProfile a b L := funext h
    exact isSelectivityMap_kinkProfile a b L
```

## A comb with n peaks

Near the centre 4k, the sum reduces to its k-th tent; the others vanish because their centres are at least 4 away.

```lean
/-- Within distance one of the centre `4k` of one of its tents, the comb equals `1 - |y - 4k|`. -/
theorem comb_near {n k : ℕ} (hk : k < n) {y : ℝ} (hy : |y - 4 * (k : ℝ)| < 1) :
    comb n y = 1 - |y - 4 * (k : ℝ)| := by
  obtain ⟨h1, h2⟩ := abs_lt.1 hy
  unfold comb
  rw [Finset.sum_eq_single k]
  · unfold tent
    rw [abs_of_nonpos (by linarith : y - (4 * (k : ℝ) + 1) ≤ 0),
      abs_of_nonneg (by linarith : 0 ≤ y - (4 * (k : ℝ) - 1))]
    ring
  · -- all other tents vanish here
    intro j _ hjk
    unfold tent
    rcases lt_or_gt_of_ne hjk with h | h
    · have h3 : (j : ℝ) + 1 ≤ k := by exact_mod_cast h
      rw [abs_of_nonneg (by linarith : 0 ≤ y - (4 * (j : ℝ) + 1)),
        abs_of_nonneg (by linarith : 0 ≤ y - (4 * (j : ℝ) - 1)),
        abs_of_nonneg (by linarith : 0 ≤ y - 4 * (j : ℝ))]
      ring
    · have h3 : (k : ℝ) + 1 ≤ j := by exact_mod_cast h
      rw [abs_of_nonpos (by linarith : y - (4 * (j : ℝ) + 1) ≤ 0),
        abs_of_nonpos (by linarith : y - (4 * (j : ℝ) - 1) ≤ 0),
        abs_of_nonpos (by linarith : y - 4 * (j : ℝ) ≤ 0)]
      ring
  · intro h; exact absurd (Finset.mem_range.2 hk) h
```

The last theorem states that the comb is a selectivity map and has a peak at 4k for every k < n. For n = 0 the comb is the zero function and the peak statement is empty.

```lean
/-- For every `n`, the comb of `n` tents is a difference of two limiting potentials and has peaks
at the `n` descriptor values `0, 4, …, 4(n - 1)`. -/
theorem selectivityMap_many_peaks (n : ℕ) :
    IsSelectivityMap (comb n) ∧ ∀ k < n, IsPeak (comb n) (4 * (k : ℝ)) := by
  constructor
  · rw [isSelectivityMap_iff_isKinked]
    induction n with
    | zero => exact ⟨0, 0, [], fun x => by simp [comb, kinkProfile]⟩
    | succ n ih =>
      have ht : IsKinked (tent (4 * (n : ℝ))) := by
        refine ⟨0, 0, [(1 / 2, 4 * (n : ℝ) + 1), (1 / 2, 4 * (n : ℝ) - 1),
          (-1, 4 * (n : ℝ))], fun x => ?_⟩
        simp only [tent, kinkProfile, List.map_cons, List.map_nil, List.sum_cons, List.sum_nil]
        ring
      obtain ⟨a, b, L, h⟩ := ih.add_smul ht 1
      refine ⟨a, b, L, fun x => Eq.trans ?_ (h x)⟩
      simp only [comb, Finset.sum_range_succ, one_mul]
  · intro k hk
    refine ⟨1, one_pos, fun y hne hy => ?_⟩
    have h0 : comb n (4 * (k : ℝ)) = 1 := by
      rw [comb_near hk (by simp)]; simp
    rw [comb_near hk hy, h0]
    linarith [abs_pos.2 (sub_ne_zero.2 hne)]

end

end SelectivityVolcanoes
```

```lean
#print axioms SelectivityVolcanoes.isSelectivityMap_kinkProfile
#print axioms SelectivityVolcanoes.selectivityMap_many_peaks
```

```
'SelectivityVolcanoes.isSelectivityMap_kinkProfile' depends on axioms: [propext, Classical.choice, Quot.sound]
'SelectivityVolcanoes.selectivityMap_many_peaks' depends on axioms: [propext, Classical.choice, Quot.sound]
```
